# The shake-up integral diverges logarithmically for a constant positive density of states and stays finite for a linear one

Let $r(e)$ be a one-particle density of states, with $e$ measured from the Fermi level. The density of electron–hole pairs of energy $w$, and the shake-up integral over pair energies from an infrared cutoff $s$ to an upper cutoff $D$, are

$$g(w)=\int_0^w r(e)\,r(w-e)\,de,\qquad S_r(s,D)=\int_s^D \frac{g(w)}{w^2}\,dw .$$

For constant $r=c>0$, $S_r(s,D)=c^2\log(D/s)$, which diverges as $s\to0^+$. For the Dirac density $r(e)=v e$ of a two-dimensional cone, as in graphene, where $v$ is the slope of the density and not a velocity, $S_r(s,D)=v^2(D^2-s^2)/12$, which tends to $v^2D^2/12$. With $D=1$ and $v=1$ these are $-c^2\log s$ and the limit $1/12$.

The divergence holds for every continuous $r$ with $r(0)>0$, and the Dirac value bounds the integral for every continuous $r$ with $0\le r(e)\le v e$ on $[0,D]$. In core-level photoemission, this separates a metal, whose sharp no-loss line is suppressed, from a semimetal with its Fermi level at the node, whose line keeps a finite weight, within a model of independent pairs and an energy-independent coupling.

```lean
import Mathlib

open Filter Topology

namespace CoreHoleShakeUp

noncomputable section
```

## Pairs, cutoff and no-loss weight

A pair of energy $w$ consists of an electron at energy $e$ above the Fermi level and a hole at $w-e$ below it. Using one function $r$ for both assumes that the bands are symmetric about the Fermi level. Lean represents the density as a function `r : ℝ → ℝ`, but for $w\ge0$ only its values on $[0,w]$ enter.

```lean
/-- Density of electron-hole pairs of energy `w` built from the one-particle density `r`. -/
def pairDensity (r : ℝ → ℝ) (w : ℝ) : ℝ := ∫ e in (0 : ℝ)..w, r e * r (w - e)
```

A suddenly created core hole excites a pair of energy $w$ with an amplitude proportional to $1/w$ in first-order perturbation theory, hence with a probability proportional to $1/w^2$. Summing over pairs with energies between $s$ and $D$ gives the integral $S_r(s,D)$, written `shakeUp r s D`. The docstrings call $D$ the bandwidth, but it is an upper cutoff on the pair energy. A band that reaches from $-D$ to $D$ also has pairs with energies between $D$ and $2D$, which would add a finite amount that does not depend on $s$.

```lean
/-- Shake-up integral of the pair density over `w ^ 2`, from the infrared cutoff `s` to the
bandwidth `D`; it is intended for `0 < s ≤ D`. -/
def shakeUp (r : ℝ → ℝ) (s D : ℝ) : ℝ := ∫ w in s..D, pairDensity r w / w ^ 2
```

Let $k\ge0$ be the squared coupling of the core hole to a pair, taken to be the same for all pairs. If pairs are created independently, their number is Poisson distributed with mean $kS_r$, and the probability of creating none is $e^{-kS_r}$. The file takes this exponential as the definition of the no-loss weight; it does not derive it from a many-electron Hamiltonian. The sign of $k$ is left free in Lean.

```lean
/-- No-loss weight: the exponential of minus the shake-up integral times the coupling strength `k`;
it is intended for `0 < s ≤ D`. -/
def noLossWeight (k : ℝ) (r : ℝ → ℝ) (s D : ℝ) : ℝ := Real.exp (-(k * shakeUp r s D))
```

## Constant and linear densities

For $r=c$ the integrand is constant, so

$$g(w)=\int_0^w c^2\,de=c^2w .$$

```lean
/-- A constant density of states gives a pair density linear in the pair energy. -/
theorem pairDensity_const (c w : ℝ) : pairDensity (fun _ => c) w = c ^ 2 * w := by
  simp only [pairDensity, intervalIntegral.integral_const, smul_eq_mul]
  ring
```

For $r(e)=ve$,

$$g(w)=v^2\int_0^w e(w-e)\,de=v^2\left[\frac{w e^2}{2}-\frac{e^3}{3}\right]_0^w=\frac{v^2w^3}{6}.$$

The two factors of $r$ contribute two powers of $w$, and the length of the integration range contributes the third. The proof differentiates the bracketed antiderivative and applies the fundamental theorem of calculus.

```lean
/-- A density of states linear in energy gives a pair density cubic in the pair energy. -/
theorem pairDensity_dirac (v w : ℝ) :
    pairDensity (fun e => v * e) w = v ^ 2 * w ^ 3 / 6 := by
  show ∫ e in (0 : ℝ)..w, v * e * (v * (w - e)) = _
  -- an explicit antiderivative of the integrand
  have h : ∀ e ∈ Set.uIcc 0 w,
      HasDerivAt (fun x : ℝ => v ^ 2 * (w / 2 * x ^ 2 - 1 / 3 * x ^ 3))
        (v * e * (v * (w - e))) e := by
    intro e _
    have h2 := (((hasDerivAt_pow 2 e).const_mul (w / 2)).fun_sub
      ((hasDerivAt_pow 3 e).const_mul (1 / 3))).const_mul (v ^ 2)
    refine h2.congr_deriv ?_
    show v ^ 2 * (w / 2 * (((2 : ℕ) : ℝ) * e ^ 1) - 1 / 3 * (((3 : ℕ) : ℝ) * e ^ 2)) = _
    push_cast
    ring
  rw [intervalIntegral.integral_eq_sub_of_hasDerivAt h
    (Continuous.intervalIntegrable (by fun_prop) _ _)]
  ring
```

Dividing the constant-density result by $w^2$ leaves $c^2/w$, and therefore

$$S_c(s,D)=c^2\int_s^D\frac{dw}{w}=c^2\log\frac{D}{s}.$$

The hypotheses `hs` and `hD` keep both endpoints positive, so that the integration range avoids the singularity at $w=0$.

```lean
/-- For a constant density of states the shake-up integral is logarithmic in the cutoff. -/
theorem shakeUp_const (c : ℝ) {s D : ℝ} (hs : 0 < s) (hD : 0 < D) :
    shakeUp (fun _ => c) s D = c ^ 2 * Real.log (D / s) := by
  have h : ∀ w : ℝ, pairDensity (fun _ => c) w / w ^ 2 = c ^ 2 * w⁻¹ := by
    intro w
    rw [pairDensity_const]
    rcases eq_or_ne w 0 with rfl | hw
    · simp
    · field_simp
  simp only [shakeUp, h, intervalIntegral.integral_const_mul, integral_inv_of_pos hs hD]
```

In the Dirac case the quotient is $v^2w/6$, which is regular at zero:

$$S_{ve}(s,D)=\frac{v^2}{6}\int_s^D w\,dw=\frac{v^2(D^2-s^2)}{12}.$$

```lean
/-- For a density of states linear in energy the shake-up integral is quadratic in the
cutoff and in the bandwidth. -/
theorem shakeUp_dirac (v s D : ℝ) :
    shakeUp (fun e => v * e) s D = v ^ 2 * (D ^ 2 - s ^ 2) / 12 := by
  have h : ∀ w : ℝ, pairDensity (fun e => v * e) w / w ^ 2 = v ^ 2 / 6 * w := by
    intro w
    rw [pairDensity_dirac]
    rcases eq_or_ne w 0 with rfl | hw
    · simp
    · field_simp
  have h2 : (∫ w in s..D, v ^ 2 / 6 * w) = v ^ 2 / 6 * (∫ w in s..D, w) :=
    intervalIntegral.integral_const_mul (v ^ 2 / 6) (fun w : ℝ => w)
  simp only [shakeUp, h]
  rw [h2, integral_id]
  ring
```

The two integrals respond differently to the cutoff. Halving $s$ at fixed $D$ adds $c^2\log 2$ for the constant density, however small $s$ already is. For the Dirac density it adds only $v^2s^2/16$. These are changes of the exact integral. If it is replaced by a sum on an energy grid whose spacing plays the part of $s$, refining the grid also changes the discretisation error, which in the Dirac case can be larger than $v^2s^2/16$.

## Comparing two densities

To treat densities without a closed formula, we first need the integral to be well defined for $s>0$. Substituting $e=wt$ gives

$$g(w)=w\int_0^1 r(wt)\,r(w(1-t))\,dt,$$

which is continuous in $w$ when $r$ is continuous. On $[s,D]$ the denominator $w^2$ does not vanish, so $g(w)/w^2$ is continuous there and hence integrable. Lean obtains the continuity of $g$ from a library theorem on integrals with a parameter and a moving endpoint.

```lean
/-- For a continuous density of states the shake-up integrand is integrable from any positive cutoff
`s` up to any finite `D ≥ s`. -/
theorem shakeUp_integrable {r : ℝ → ℝ} (hr : Continuous r) {s D : ℝ} (hs : 0 < s)
    (hsD : s ≤ D) :
    IntervalIntegrable (fun w => pairDensity r w / w ^ 2) MeasureTheory.volume s D := by
  have hg : Continuous (pairDensity r) :=
    intervalIntegral.continuous_parametric_intervalIntegral_of_continuous
      (f := fun w e => r e * r (w - e))
      (show Continuous (fun p : ℝ × ℝ => r p.2 * r (p.1 - p.2)) by fun_prop) continuous_id
  apply ContinuousOn.intervalIntegrable
  refine hg.continuousOn.div (continuous_pow 2).continuousOn ?_
  intro w hw
  rw [Set.uIcc_of_le hsD] at hw
  exact pow_ne_zero 2 (hs.trans_le hw.1).ne'
```

Now let $a$ and $b$ be continuous with $0\le a\le b$ on $[0,D]$. If $0\le e\le w\le D$, then $e$ and $w-e$ both lie in $[0,D]$, and

$$a(e)\,a(w-e)\le b(e)\,a(w-e)\le b(e)\,b(w-e).$$

Integrating over $e$ orders the pair densities. Dividing by $w^2>0$ and integrating over $w$ gives $S_a(s,D)\le S_b(s,D)$. The two uses of `integral_mono_on` are these two integrations, and `mul_le_mul` is the displayed chain.

Lean asks for continuity on all of $\mathbb R$. A density continuous on $[0,D]$ can be continued by its endpoint values without changing the integral, but a density with a jump inside the band is not covered.

```lean
/-- If two continuous densities of states satisfy `0 ≤ a ≤ b` on `[0, D]`, then for `0 < s ≤ D` the
shake-up integral of `a` from `s` to `D` is at most that of `b`. -/
theorem shakeUp_mono {a b : ℝ → ℝ} (ha : Continuous a) (hb : Continuous b) {s D : ℝ}
    (hs : 0 < s) (hsD : s ≤ D) (hab : ∀ e, 0 ≤ e → e ≤ D → 0 ≤ a e ∧ a e ≤ b e) :
    shakeUp a s D ≤ shakeUp b s D := by
  refine intervalIntegral.integral_mono_on hsD (shakeUp_integrable ha hs hsD)
    (shakeUp_integrable hb hs hsD) (fun w hw => ?_)
  have hw0 : 0 < w := hs.trans_le hw.1
  have hi : ∀ f : ℝ → ℝ, Continuous f →
      IntervalIntegrable (fun e => f e * f (w - e)) MeasureTheory.volume 0 w :=
    fun f hf => Continuous.intervalIntegrable (by fun_prop) _ _
  -- compare the pair densities at fixed pair energy
  have hp : pairDensity a w ≤ pairDensity b w := by
    refine intervalIntegral.integral_mono_on hw0.le (hi a ha) (hi b hb) (fun e he => ?_)
    have h1 := hab e he.1 (he.2.trans hw.2)
    have h2 := hab (w - e) (by linarith [he.2]) (by linarith [he.1, hw.2])
    exact mul_le_mul h1.2 h2.2 h2.1 (h1.1.trans h1.2)
  gcongr
```

## A positive density at the Fermi level

Suppose $r$ is continuous and $r(0)>0$. There is a $\delta$ with $0<\delta\le D$ such that $r(e)\ge r(0)/2$ on $[0,\delta]$. For $0<s<\delta$, splitting the integral at $\delta$ and comparing the lower part with the constant density $r(0)/2$ gives

$$S_r(s,D)=S_r(s,\delta)+S_r(\delta,D)\ge\left(\frac{r(0)}{2}\right)^2\log\frac{\delta}{s}+S_r(\delta,D).$$

The last term does not depend on $s$, and the logarithm tends to infinity. The shape of $r$ at higher energies therefore cannot prevent the divergence.

In the proof, `hlog` is the divergence of the logarithm, `hsplit` the splitting and `hcmp` the comparison. The filter `𝓝[>] 0` means that $s$ approaches zero from above, and `atTop` means growth beyond every bound. The theorem gives no rate for this growth.

```lean
/-- Infrared divergence: for every continuous density of states that is positive at zero
energy, the shake-up integral grows without bound as the cutoff is removed. -/
theorem shakeUp_diverges {r : ℝ → ℝ} (hr : Continuous r) (h0 : 0 < r 0) {D : ℝ}
    (hD : 0 < D) : Tendsto (fun s => shakeUp r s D) (𝓝[>] 0) atTop := by
  -- a window in which the density exceeds half its value at zero energy
  have hev : ∀ᶠ e in 𝓝 (0 : ℝ), r 0 / 2 < r e :=
    (hr.tendsto 0).eventually (lt_mem_nhds (half_lt_self h0))
  obtain ⟨ε, hε, hball⟩ := Metric.eventually_nhds_iff.mp hev
  obtain ⟨δ, hδ, hδε, hδD⟩ : ∃ δ : ℝ, 0 < δ ∧ δ < ε ∧ δ ≤ D :=
    ⟨min (ε / 2) D, lt_min (half_pos hε) hD,
      (min_le_left _ _).trans_lt (half_lt_self hε), min_le_right _ _⟩
  -- the logarithm from the window diverges
  have hlog : Tendsto (fun s : ℝ => (r 0 / 2) ^ 2 * Real.log (δ / s)) (𝓝[>] 0) atTop := by
    have h1 : Tendsto (fun s : ℝ => δ / s) (𝓝[>] 0) atTop := by
      simp only [div_eq_mul_inv]
      exact tendsto_inv_nhdsGT_zero.const_mul_atTop hδ
    exact (Real.tendsto_log_atTop.comp h1).const_mul_atTop (by positivity)
  refine tendsto_atTop_mono' _ ?_ (tendsto_atTop_add_const_right _ (shakeUp r δ D) hlog)
  filter_upwards [Ioo_mem_nhdsGT hδ] with s hs
  have hsplit : shakeUp r s δ + shakeUp r δ D = shakeUp r s D :=
    intervalIntegral.integral_add_adjacent_intervals
      (shakeUp_integrable hr hs.1 hs.2.le) (shakeUp_integrable hr hδ hδD)
  have hcmp : shakeUp (fun _ => r 0 / 2) s δ ≤ shakeUp r s δ := by
    refine shakeUp_mono continuous_const hr hs.1 hs.2.le (fun e he heδ => ?_)
    refine ⟨(half_pos h0).le, (hball ?_).le⟩
    rw [Real.dist_eq, sub_zero, abs_of_nonneg he]
    exact heδ.trans_lt hδε
  rw [shakeUp_const _ hs.1 hδ] at hcmp
  linarith
```

## Densities below a Dirac line

If $r$ is continuous and $0\le r(e)\le ve$ on $[0,D]$, comparison with the linear density gives

$$S_r(s,D)\le S_{ve}(s,D)=\frac{v^2(D^2-s^2)}{12}\le\frac{v^2D^2}{12}$$

for every $0<s\le D$. The theorem states the first bound, with the explicit value inserted. A density that starts as $e^2$, for example, satisfies the hypothesis once $v$ is large enough for the given $D$.

```lean
/-- A continuous density of states lying between zero and `v * e` on `[0, D]` has a shake-up
integral from `s` to `D` of at most `v ^ 2 * (D ^ 2 - s ^ 2) / 12`, for `0 < s ≤ D`. -/
theorem shakeUp_le_of_linear_bound {r : ℝ → ℝ} (hr : Continuous r) {v s D : ℝ}
    (hs : 0 < s) (hsD : s ≤ D) (hv : ∀ e, 0 ≤ e → e ≤ D → 0 ≤ r e ∧ r e ≤ v * e) :
    shakeUp r s D ≤ v ^ 2 * (D ^ 2 - s ^ 2) / 12 := by
  rw [← shakeUp_dirac]
  exact shakeUp_mono hr (continuous_const.mul continuous_id) hs hsD hv
```

## From power law to finite weight

For constant $r=c$, exponentiating the logarithm gives

$$e^{-kc^2\log(D/s)}=e^{kc^2\log(s/D)}=\left(\frac{s}{D}\right)^{kc^2}.$$

For $k>0$ and $c\ne0$ this weight vanishes as $s\to0^+$. It has the power-law form known from Anderson's orthogonality catastrophe, but its exponent comes from the postulated exponential and not from the overlap of two many-electron ground states or from scattering phase shifts.

```lean
/-- For a constant density of states the no-loss weight is a power of `s / D`, with exponent `k * c
^ 2`. -/
theorem noLossWeight_const (k c : ℝ) {s D : ℝ} (hs : 0 < s) (hD : 0 < D) :
    noLossWeight k (fun _ => c) s D = (s / D) ^ (k * c ^ 2) := by
  rw [noLossWeight, shakeUp_const c hs hD, Real.rpow_def_of_pos (div_pos hs hD),
    Real.log_div hD.ne' hs.ne', Real.log_div hs.ne' hD.ne']
  congr 1
  ring
```

For the Dirac density, $v^2(D^2-s^2)/12$ is a polynomial in $s$, so its limit as $s\to0^+$ is its value at $s=0$. Continuity of the exponential then gives

$$S_{ve}(s,D)\to\frac{v^2D^2}{12},\qquad e^{-kS_{ve}(s,D)}\to e^{-kv^2D^2/12}.$$

For $v=D=1$ the limits are $1/12$ and $e^{-k/12}$. The infrared power law is replaced by a positive constant.

The removal of the cutoff is written as a limit, because putting $s=0$ into `shakeUp` is not reliable in general, although it gives the right value for the Dirac density. Lean assigns the value $0$ to an integral that does not converge, so for a constant density $c\ne0$ the substitution would yield a no-loss weight of $1$, where the limit for $k>0$ is $0$.

```lean
/-- For a density of states linear in energy, both the shake-up integral and the no-loss
weight have finite limits as the cutoff is removed, and the limiting weight is an exponential. -/
theorem dirac_infrared_limit (k v D : ℝ) :
    Tendsto (fun s => shakeUp (fun e => v * e) s D) (𝓝[>] 0) (𝓝 (v ^ 2 * D ^ 2 / 12)) ∧
    Tendsto (fun s => noLossWeight k (fun e => v * e) s D) (𝓝[>] 0)
      (𝓝 (Real.exp (-(k * (v ^ 2 * D ^ 2 / 12))))) := by
  have h : Tendsto (fun s => shakeUp (fun e => v * e) s D) (𝓝[>] 0)
      (𝓝 (v ^ 2 * D ^ 2 / 12)) := by
    simp only [shakeUp_dirac]
    have hc : Continuous (fun s : ℝ => v ^ 2 * (D ^ 2 - s ^ 2) / 12) := by fun_prop
    have h0 : v ^ 2 * (D ^ 2 - 0 ^ 2) / 12 = v ^ 2 * D ^ 2 / 12 := by ring
    rw [← h0]
    exact (hc.tendsto 0).mono_left nhdsWithin_le_nhds
  -- the weight follows by continuity of the exponential
  exact ⟨h, (Real.continuous_exp.tendsto _).comp (h.const_mul k).neg⟩

end

end CoreHoleShakeUp
```

```lean
#print axioms CoreHoleShakeUp.shakeUp_diverges
#print axioms CoreHoleShakeUp.shakeUp_le_of_linear_bound
#print axioms CoreHoleShakeUp.noLossWeight_const
#print axioms CoreHoleShakeUp.dirac_infrared_limit
```

```
'CoreHoleShakeUp.shakeUp_diverges' depends on axioms: [propext, Classical.choice, Quot.sound]
'CoreHoleShakeUp.shakeUp_le_of_linear_bound' depends on axioms: [propext, Classical.choice, Quot.sound]
'CoreHoleShakeUp.noLossWeight_const' depends on axioms: [propext, Classical.choice, Quot.sound]
'CoreHoleShakeUp.dirac_infrared_limit' depends on axioms: [propext, Classical.choice, Quot.sound]
```
